# Under the penalty k‖x − Px‖², every minimizer of an L-Lipschitz energy lies within L/(2k) of the moment axis

The prescribed axis is taken here as a full line through the origin, not as a ray. A moment along the unit vector e and a moment along −e both count as aligned, and the length of the moment is left free. The penalty therefore acts only on the part of the moment perpendicular to the line.

Penalties of this kind are used in noncollinear electronic-structure calculations to hold a local moment near a chosen direction. The bounds below say how far the moment can then be from the axis, and the penalized minimum from the constrained one, in a model where the electrons enter only through an energy function E of a single moment vector.

Moments are vectors in a real inner product space V. The physical case is V = ℝ³, but no step uses the dimension.

```lean
import Mathlib

noncomputable section

namespace ConstrainedMomentDirection

variable {V : Type*} [NormedAddCommGroup V] [InnerProductSpace ℝ V]
```

## The axis, the transverse moment and the penalized energy

For a unit vector e, the orthogonal projection of a moment x onto the axis is

Px = ⟨e, x⟩ e.

In the code this is `axisPart e x`. The definition accepts any vector e, so the theorems that need unit length carry the hypothesis `‖e‖ = 1`.

```lean
/-- The orthogonal projection of a moment `x` onto the axis spanned by the unit vector `e`. -/
def axisPart (e x : V) : V := (inner ℝ e x : ℝ) • e
```

The transverse moment is what the projection leaves over, x − Px. Its length is the distance from x to the axis.

```lean
/-- The transverse moment: what is left of `x` after its projection onto the axis of the unit vector
`e` is subtracted. -/
def transverse (e x : V) : V := x - axisPart e x
```

With a penalty strength k > 0, an energy per squared moment, the function to be minimized is

F(x) = E(x) + k ‖x − Px‖².

```lean
/-- The penalized energy: the energy `E` plus `k` times the squared length of the
transverse moment. -/
def penalized (E : V → ℝ) (k : ℝ) (e x : V) : ℝ := E x + k * ‖transverse e x‖ ^ 2
```

The energy E is assumed to satisfy |E(x) − E(y)| ≤ L ‖x − y‖ for all moments x and y. Where E is differentiable, this says that the effective field −∇E never exceeds L in strength. The condition is global: an energy that grows quadratically with the moment does not satisfy it on the whole of V.

One energy of this type will later show that the bounds are sharp. It is that of a moment in a uniform field of strength L along a unit vector u,

E(x) = −L ⟨u, x⟩.

```lean
/-- The energy of a moment `x` in a field of strength `L ≥ 0` along the unit vector `u`. -/
def zeeman (L : ℝ) (u x : V) : ℝ := -(L * inner ℝ u x)
```

## Shrinking the transverse moment

The transverse moment is orthogonal to the axis, because ‖e‖ = 1:

⟨e, x − Px⟩ = ⟨e, x⟩ − ⟨e, x⟩ ‖e‖² = 0.

```lean
/-- The transverse moment is orthogonal to the unit vector `e` of the axis. -/
theorem inner_transverse {e : V} (he : ‖e‖ = 1) (x : V) :
    inner ℝ e (transverse e x) = 0 := by
  rw [transverse, axisPart, inner_sub_right, inner_smul_right,
    real_inner_self_eq_norm_sq, he]
  ring
```

A moment s e on the axis is its own projection, since ⟨e, s e⟩ e = s e. Its transverse moment is zero, the penalty vanishes, and

F(s e) = E(s e).

```lean
/-- On the axis of a unit vector `e` the penalty vanishes, and the penalized energy is the
energy itself. -/
theorem penalized_on_axis (E : V → ℝ) (k : ℝ) {e : V} (he : ‖e‖ = 1) (s : ℝ) :
    penalized E k e (s • e) = E (s • e) := by
  have h : transverse e (s • e) = 0 := by
    rw [transverse, axisPart, inner_smul_right, real_inner_self_eq_norm_sq, he]
    simp
  simp [penalized, h]
```

Now write t = x − Px and remove a fraction s of it from x. By orthogonality the component along e does not change, ⟨e, x − s t⟩ = ⟨e, x⟩, so the new transverse moment is

(x − s t) − ⟨e, x⟩ e = t − s t = (1 − s) t.

In the proof, `h` is the unchanged component, and `module` does the remaining vector algebra.

```lean
/-- Removing a fraction `s` of the transverse moment multiplies it by `1 - s`, for a unit
vector `e`. -/
theorem transverse_step {e : V} (he : ‖e‖ = 1) (x : V) (s : ℝ) :
    transverse e (x - s • transverse e x) = (1 - s) • transverse e x := by
  have h : inner ℝ e (x - s • transverse e x) = (inner ℝ e x : ℝ) := by
    rw [inner_sub_right, inner_smul_right, inner_transverse he]
    ring
  have ht : transverse e x = x - (inner ℝ e x : ℝ) • e := rfl
  change x - s • transverse e x - (inner ℝ e (x - s • transverse e x) : ℝ) • e = _
  rw [h, ht]
  module
```

## The energy cost of projecting onto the axis

Let d = ‖x − Px‖. The Lipschitz condition, applied to Px and x, gives E(Px) ≤ E(x) + L d. Adding and subtracting the penalty and completing the square,

E(Px) ≤ F(x) + L d − k d²

L d − k d² = L²/(4k) − k (d − L/(2k))² ≤ L²/(4k).

Hence E(Px) ≤ F(x) + L²/(4k) for every moment x, whether or not it is a minimizer. The steps `h1` and `h2` are these two estimates. In `h2` the inequality is first multiplied by 4k, and `nlinarith` then receives the square (L − 2kd)² ≥ 0. The length of e plays no part here.

```lean
/-- For an `L`-Lipschitz energy and `k > 0`, projecting any moment onto the axis gives an
energy at most `L² / (4k)` above the penalized energy of that moment. -/
theorem axis_energy_le {E : V → ℝ} {L k : ℝ} (hk : 0 < k)
    (hE : ∀ x y, |E x - E y| ≤ L * ‖x - y‖) (e x : V) :
    E (axisPart e x) ≤ penalized E k e x + L ^ 2 / (4 * k) := by
  have h1 : E (axisPart e x) - E x ≤ L * ‖transverse e x‖ := by
    have h := (le_abs_self _).trans (hE (axisPart e x) x)
    rw [norm_sub_rev] at h
    exact h
  -- complete the square in the length of the transverse moment
  have h2 : L * ‖transverse e x‖ - k * ‖transverse e x‖ ^ 2 ≤ L ^ 2 / (4 * k) := by
    rw [le_div_iff₀ (by positivity)]
    nlinarith [sq_nonneg (L - 2 * k * ‖transverse e x‖)]
  unfold penalized
  linarith
```

## How far a minimizer can be from the axis

Let m minimize F over all of V, and now let t = m − Pm and d = ‖t‖. Comparing m with its projection alone would give k d² ≤ L d, hence d ≤ L/k. Comparing it with a nearby point on the segment towards the projection improves this by a factor of two.

Take the trial moment m − s t with s > 0. Its transverse length squared is (1 − s)² d², and its energy E exceeds E(m) by at most L s d. Minimality then requires

E(m) + k d² ≤ E(m) + L s d + k (1 − s)² d².

If d > 0, subtracting E(m) and dividing by s d leaves

k d (2 − s) ≤ L.

Suppose that d > L/(2k). Since L ≥ 0, as the Lipschitz condition between e and 0 shows, d is positive. Choose

s = (2kd − L)/(2kd),

which is positive and satisfies k d s = (2kd − L)/2. Then

k d (2 − s) = 2kd − (2kd − L)/2 = (2kd + L)/2 > L,

which is a contradiction. So d ≤ L/(2k).

The code argues by the same contradiction. `h1` is minimality at the trial moment, `h2` is the Lipschitz estimate, and `h3` is the strict inequality s d (2kd − L − kds) > 0. The last `nlinarith` finds the three incompatible.

```lean
/-- For an `L`-Lipschitz energy, `k > 0` and a unit vector `e`, a minimizer of the penalized
energy has a transverse moment of length at most `L / (2k)`. -/
theorem transverse_le {E : V → ℝ} {L k : ℝ} {e m : V} (hk : 0 < k) (he : ‖e‖ = 1)
    (hE : ∀ x y, |E x - E y| ≤ L * ‖x - y‖)
    (hm : ∀ x, penalized E k e m ≤ penalized E k e x) :
    ‖transverse e m‖ ≤ L / (2 * k) := by
  have hL : 0 ≤ L := by
    have h := (abs_nonneg _).trans (hE e 0)
    rwa [sub_zero, he, mul_one] at h
  by_contra hcon
  have hlt := not_le.mp hcon
  have hd : 0 < ‖transverse e m‖ := lt_of_le_of_lt (by positivity) hlt
  have hd' := hd.ne'
  rw [div_lt_iff₀ (by positivity)] at hlt
  -- a step towards the axis, short enough to lower the penalized energy
  obtain ⟨s, hs, hsk⟩ : ∃ s : ℝ, 0 < s ∧
      k * ‖transverse e m‖ * s = (2 * k * ‖transverse e m‖ - L) / 2 :=
    ⟨(2 * k * ‖transverse e m‖ - L) / (2 * k * ‖transverse e m‖),
      div_pos (by linarith) (mul_pos (mul_pos two_pos hk) hd), by field_simp⟩
  have h1 := hm (m - s • transverse e m)
  simp only [penalized, transverse_step he, norm_smul, mul_pow, Real.norm_eq_abs,
    sq_abs] at h1
  have h2 := (le_abs_self _).trans (hE (m - s • transverse e m) m)
  rw [sub_sub_cancel_left, norm_neg, norm_smul, Real.norm_eq_abs, abs_of_pos hs] at h2
  have h3 : 0 < s * ‖transverse e m‖ *
      (2 * k * ‖transverse e m‖ - L - k * ‖transverse e m‖ * s) :=
    mul_pos (mul_pos hs hd) (by linarith)
  nlinarith [h1, h2, h3]
```

## Both error bounds together

The penalized minimum F(m) is now compared with the constrained one, the infimum of E on the axis. It cannot lie above it, because the penalty vanishes there:

F(m) ≤ F(s e) = E(s e) for every real s.

It cannot lie far below it either, because Pm is on the axis:

inf E(s e) ≤ E(Pm) ≤ F(m) + L²/(4k).

The theorem reads as follows. If k > 0, e is a unit vector, E is L-Lipschitz and m minimizes F, then

‖m − Pm‖ ≤ L/(2k)

0 ≤ inf E(s e) − F(m) ≤ L²/(4k).

The infimum is written `⨅ s : ℝ, E (s • e)` and runs over both directions of the axis. Lean assigns a real infimum the value 0 when the family is unbounded below; `hbdd` excludes that case, with F(m) as the lower bound.

The existence of m is a hypothesis, `hm`. It can fail even in ℝ³: for a field along the axis, E(x) = −L ⟨e, x⟩ with L > 0, F is unbounded below. The hypothesis also concerns a global minimum, whereas a self-consistent calculation may converge to a local one.

```lean
/-- Let `E` be `L`-Lipschitz, `k > 0`, `e` a unit vector and `m` a minimizer of the penalized
energy. The transverse moment of `m` is at most `L / (2k)`, and the penalized minimum lies
below the infimum of `E` on the axis, or equals it, by at most `L² / (4k)`. -/
theorem penalty_error_bounds {E : V → ℝ} {L k : ℝ} {e m : V} (hk : 0 < k) (he : ‖e‖ = 1)
    (hE : ∀ x y, |E x - E y| ≤ L * ‖x - y‖)
    (hm : ∀ x, penalized E k e m ≤ penalized E k e x) :
    ‖transverse e m‖ ≤ L / (2 * k) ∧
      penalized E k e m ≤ ⨅ s : ℝ, E (s • e) ∧
      (⨅ s : ℝ, E (s • e)) - penalized E k e m ≤ L ^ 2 / (4 * k) := by
  have hb : ∀ s : ℝ, penalized E k e m ≤ E (s • e) := fun s =>
    (hm (s • e)).trans_eq (penalized_on_axis E k he s)
  have hbdd : BddBelow (Set.range fun s : ℝ => E (s • e)) :=
    ⟨penalized E k e m, by rintro _ ⟨s, rfl⟩; exact hb s⟩
  have hinf : (⨅ s : ℝ, E (s • e)) ≤ E (axisPart e m) := ciInf_le hbdd (inner ℝ e m)
  have hp := axis_energy_le hk hE e m
  exact ⟨transverse_le hk he hE hm, le_ciInf hb, by linarith⟩
```

## The projected moment as a constrained solution

A penalized calculation returns m, which need not lie on the axis. Its projection Pm does, and it is nearly optimal there. For every real s,

E(Pm) ≤ F(m) + L²/(4k) ≤ F(s e) + L²/(4k) = E(s e) + L²/(4k).

The first inequality is the projection estimate and the second is minimality. The statement concerns the energy of Pm only, and does not place Pm near a constrained minimizer.

```lean
/-- For an `L`-Lipschitz energy, `k > 0` and a unit vector `e`, the projection of a penalized
minimizer onto the axis has an energy at most `L² / (4k)` above that of any moment on the axis. -/
theorem projected_moment_near_optimal {E : V → ℝ} {L k : ℝ} {e m : V} (hk : 0 < k)
    (he : ‖e‖ = 1) (hE : ∀ x y, |E x - E y| ≤ L * ‖x - y‖)
    (hm : ∀ x, penalized E k e m ≤ penalized E k e x) (s : ℝ) :
    E (axisPart e m) ≤ E (s • e) + L ^ 2 / (4 * k) := by
  have h1 := axis_energy_le hk hE e m
  have h2 := hm (s • e)
  rw [penalized_on_axis E k he s] at h2
  linarith
```

## A perpendicular field attains both bounds

Take the field energy E(x) = −L ⟨u, x⟩ with L ≥ 0, ‖u‖ = 1 and u orthogonal to e. By the Cauchy–Schwarz inequality it is L-Lipschitz:

|E(x) − E(y)| = L |⟨u, x − y⟩| ≤ L ‖x − y‖.

The field pulls the moment off the axis and the penalty pulls it back. Let c = L/(2k), so that L = 2kc. The moment c u is entirely transverse, its length is c, and

F(c u) = −L c + k c² = −k c² = −L²/(4k).

To see that this is the minimum, note that E vanishes on the axis. The projection estimate then gives, for every x,

0 = E(Px) ≤ F(x) + L²/(4k),

so F(x) ≥ −L²/(4k) = F(c u). The infimum of E on the axis is 0, and the energy gap is exactly L²/(4k). Neither constant can therefore be lowered for the class of L-Lipschitz energies once V has a direction perpendicular to the axis, as ℝ³ does.

In the code, `hLip` is the Lipschitz condition, `hax` the vanishing of the energy on the axis, and `hval` the value of F(c u). The minimizer property comes from applying `axis_energy_le` to this energy.

```lean
/-- Both bounds are attained: for a field of strength `L ≥ 0` along a unit vector `u`
orthogonal to `e`, and `k > 0`, the energy is `L`-Lipschitz, the moment `(L / (2k)) u` is a
penalized minimizer, its transverse length is `L / (2k)`, and the energy gap is `L² / (4k)`. -/
theorem bounds_sharp {L k : ℝ} {e u : V} (hL : 0 ≤ L) (hk : 0 < k)
    (hu : ‖u‖ = 1) (heu : inner ℝ e u = (0 : ℝ)) :
    (∀ x y, |zeeman L u x - zeeman L u y| ≤ L * ‖x - y‖) ∧
      (∀ x, penalized (zeeman L u) k e ((L / (2 * k)) • u) ≤ penalized (zeeman L u) k e x) ∧
      ‖transverse e ((L / (2 * k)) • u)‖ = L / (2 * k) ∧
      (⨅ s : ℝ, zeeman L u (s • e)) - penalized (zeeman L u) k e ((L / (2 * k)) • u)
        = L ^ 2 / (4 * k) := by
  obtain ⟨c, hc⟩ : ∃ c : ℝ, c = L / (2 * k) := ⟨_, rfl⟩
  have hc0 : 0 ≤ c := by rw [hc]; positivity
  have hLc : L = 2 * k * c := by rw [hc]; field_simp
  rw [← hc]
  have hue : inner ℝ u e = (0 : ℝ) := by rw [real_inner_comm]; exact heu
  have hLip : ∀ x y, |zeeman L u x - zeeman L u y| ≤ L * ‖x - y‖ := by
    intro x y
    have h1 : zeeman L u x - zeeman L u y = -(L * inner ℝ u (x - y)) := by
      simp only [zeeman, inner_sub_right]
      ring
    have h2 := abs_real_inner_le_norm u (x - y)
    rw [hu, one_mul] at h2
    rw [h1, abs_neg, abs_mul, abs_of_nonneg hL]
    exact mul_le_mul_of_nonneg_left h2 hL
  -- moments along the axis have zero energy in the field
  have hax : ∀ s : ℝ, zeeman L u (s • e) = 0 := by
    intro s
    simp [zeeman, inner_smul_right, hue]
  have ht : transverse e (c • u) = c • u := by
    simp [transverse, axisPart, inner_smul_right, heu]
  have hnorm : ‖c • u‖ = c := by
    rw [norm_smul, hu, mul_one, Real.norm_of_nonneg hc0]
  have h4 : L ^ 2 / (4 * k) = k * c ^ 2 := by
    rw [div_eq_iff (by positivity), hLc]
    ring
  have hval : penalized (zeeman L u) k e (c • u) = -(L ^ 2 / (4 * k)) := by
    rw [h4]
    simp only [penalized, zeeman]
    rw [ht, hnorm, inner_smul_right, real_inner_self_eq_norm_sq, hu]
    linear_combination (-c) * hLc
  have hinf : (⨅ s : ℝ, zeeman L u (s • e)) = 0 := by simp [hax]
  refine ⟨hLip, fun x => ?_, by rw [ht, hnorm], by rw [hinf, hval]; ring⟩
  have h := axis_energy_le hk hLip e x
  rw [axisPart, hax] at h
  rw [hval]
  linarith

end ConstrainedMomentDirection
```

```lean
#print axioms ConstrainedMomentDirection.penalty_error_bounds
-- 'ConstrainedMomentDirection.penalty_error_bounds' depends on axioms: [propext, Classical.choice, Quot.sound]
#print axioms ConstrainedMomentDirection.projected_moment_near_optimal
-- 'ConstrainedMomentDirection.projected_moment_near_optimal' depends on axioms: [propext, Classical.choice, Quot.sound]
#print axioms ConstrainedMomentDirection.bounds_sharp
-- 'ConstrainedMomentDirection.bounds_sharp' depends on axioms: [propext, Classical.choice, Quot.sound]
```
